# Integrating the Hubbard-I double occupancy undershoots the exact energy of the half-filled Hubbard dimer at nonzero U

## Two electrons on two sites

Two electrons share two sites with hopping t > 0 and on-site interaction U. The bonding and antibonding orbitals have energies e = −t and e = +t. The Hubbard-I approximation gives every orbital the atomic self-energy. At half filling, with z measured from the chemical potential μ = U/2,

G(z) = 1/(z − e − U²/(4z)).

Write s(x) = √(t² + x²), which is `sep t x` in Lean, and s for s(U). The double occupancy of this Green's function is

D(x) = 1/2 − x/(2s(x)).

D is summed over both sites, so it is twice the usual per-site value. All energies are total energies at zero temperature, without the −μN term.

## Three energies that should agree

For t > 0, starting from the non-interacting energy −2t and integrating D over the coupling gives

E_int = −2t + ∫₀ᵁ D(x) dx = (U − s − 3t)/2.

For U ≠ 0 this is strictly below both the exact energy and the Galitskii-Migdal energy of the same Green's function:

E_exact = (U − √(U² + 16t²))/2

E_GM = (U − s)/2 − 3t²/(2s).

For t = 3 and U = 4, s = 5 and D = 0.1. Then E_int = (4 − 5 − 9)/2 = −5, E_GM = −0.5 − 2.7 = −3.2 and E_exact = (4 − √160)/2 ≈ −4.32.

The condition U ≠ 0 is needed for strictness: at t = 1, U = 0 all three energies equal −2.

## Total energies from a coupling integral

A code that obtains a total energy by integrating the double occupancy over U relies on the Hellmann-Feynman relation dE/dU = D. The exact ground state obeys it; an approximate Green's function need not. In this two-site Hubbard-I model the integrated energy even violates the variational bound, so it can't be read as an upper estimate. The closed forms also provide reference values for a dimer implementation.

## From the poles to the energies

The denominator of G vanishes when z² − ez − U²/4 = 0, so the poles are (e ± s)/2. The lower one is occupied, with weight

w = [(e − s)/2]/(−s) = (1 − e/s)/2.

The interaction energy is half the sum of (ω − e)w over orbitals and spins, where ω = (e − s)/2 + U/2. The two spins cancel the half:

E_U = ¼[(U − s + t)(1 + t/s) + (U − s − t)(1 − t/s)] = ½(U − s + t²/s).

Since s − t²/s = U²/s, this is U·D(U). The kinetic energy is

2[−t(1 + t/s)/2 + t(1 − t/s)/2] = −2t²/s,

and adding it to E_U gives E_GM.

For the integral, ds/dx = x/s(x), so (x − s(x))/2 is an antiderivative of D. With s(0) = t,

E_int = −2t + (U − s)/2 + t/2 = (U − s − 3t)/2.

Subtraction gives

E_GM − E_int = (3t/2)(1 − t/s),

which is positive because t < s for U ≠ 0.

The exact energy is the lower root of E(E − U) = 4t². The inequality E_int < E_exact means √(U² + 16t²) < s + 3t. Both sides are positive, and squaring leaves 6t² < 6ts, which is again t < s.

For the variational statement, take a real combination of the covalent singlet, with amplitude v₀, and the symmetric ionic singlet, with amplitude v₁. The antisymmetric ionic singlet decouples, with energy U, and is left out. Put a = −E_int = (s + 3t − U)/2 and b = a + U. Then

⟨v|H|v⟩ − E_int⟨v|v⟩ = a v₀² − 4t v₀v₁ + b v₁².

Here a > 0 because s > U, and ab − 4t² = (3t/2)(s − t) > 0, so the form is positive for every nonzero v.

Differentiating E_GM shows the source of the mismatch:

dE_GM/dU = D(U) + 3t²U/(2s³).

For strong repulsion, U → +∞, the bound 0 < s − U ≤ t²/U shows that E_int tends to −3t/2, whereas E_exact tends to 0.

```lean
import Mathlib

open Matrix Filter Topology

namespace HubbardIDimerConsistency

noncomputable section

/-- Separation `s = √(e² + U²)` of the two Hubbard-I poles of an orbital of energy `e`. -/
def sep (e U : ℝ) : ℝ := √(e ^ 2 + U ^ 2)

/-- The lower Hubbard-I pole of an orbital of energy `e`, measured from `μ = U/2`. -/
def pole (e U : ℝ) : ℝ := (e - sep e U) / 2

/-- Spectral weight of the lower pole, for `e` and `U` not both zero. -/
def weight (e U : ℝ) : ℝ := (1 - e / sep e U) / 2

/-- Interaction energy of the dimer as a Lehmann sum over the lower poles of the
orbitals `-t` and `t`, both spins included; for `t` and `U` not both zero. -/
def interactionEnergy (t U : ℝ) : ℝ :=
  (pole (-t) U + U / 2 - (-t)) * weight (-t) U + (pole t U + U / 2 - t) * weight t U

/-- Galitskii-Migdal total energy of the dimer as a Lehmann sum over the lower poles
of the orbitals `-t` and `t`, both spins included; for `t` and `U` not both zero. -/
def galitskiiMigdal (t U : ℝ) : ℝ :=
  (pole (-t) U + U / 2 + (-t)) * weight (-t) U + (pole t U + U / 2 + t) * weight t U

/-- Hubbard-I double occupancy of the dimer, summed over both sites, for `t` and `U`
not both zero. -/
def doubleOcc (t U : ℝ) : ℝ := 1 / 2 - U / (2 * sep t U)

/-- Energy from coupling integration: the non-interacting energy `-2t` plus the integral of the
double occupancy from zero coupling to `U`, for `t > 0`. -/
def integratedEnergy (t U : ℝ) : ℝ := -2 * t + ∫ x in (0 : ℝ)..U, doubleOcc t x

/-- Hamiltonian of the dimer on its covalent singlet and its symmetric ionic singlet. -/
def singletH (t U : ℝ) : Matrix (Fin 2) (Fin 2) ℝ := !![0, -2 * t; -2 * t, U]

/-- The lower root of the singlet secular equation `E (E - U) = 4t²`. -/
def exactEnergy (t U : ℝ) : ℝ := (U - √(U ^ 2 + 16 * t ^ 2)) / 2

lemma sep_sq (e U : ℝ) : sep e U ^ 2 = e ^ 2 + U ^ 2 :=
  Real.sq_sqrt (by positivity)

lemma sep_pos {e : ℝ} (he : e ≠ 0) (U : ℝ) : 0 < sep e U :=
  Real.sqrt_pos.2 (by positivity)

lemma sep_neg (e U : ℝ) : sep (-e) U = sep e U := by
  simp [sep]

/-- Away from `z = 0` and the two poles, the Hubbard-I Green's function of an orbital
of energy `e ≠ 0` is a sum of two simple poles whose weights add up to one. -/
theorem green_lehmann {e U : ℝ} (he : e ≠ 0) {z : ℂ} (hz : z ≠ 0)
    (h₁ : z ≠ (pole e U : ℂ)) (h₂ : z ≠ ((e : ℂ) + sep e U) / 2) :
    1 / (z - e - (U : ℂ) ^ 2 / (4 * z)) =
      (weight e U : ℂ) / (z - pole e U) +
        (1 - (weight e U : ℂ)) / (z - ((e : ℂ) + sep e U) / 2) := by
  have hS : (sep e U : ℂ) ≠ 0 := by exact_mod_cast (sep_pos he U).ne'
  have hS2 : (sep e U : ℂ) ^ 2 = (e : ℂ) ^ 2 + (U : ℂ) ^ 2 := by
    exact_mod_cast sep_sq e U
  have hp : (pole e U : ℂ) = ((e : ℂ) - sep e U) / 2 := by simp [pole]
  have hw : (weight e U : ℂ) = (1 - (e : ℂ) / sep e U) / 2 := by simp [weight]
  -- the inverse Green's function factorises over its two zeros
  have hden : z - e - (U : ℂ) ^ 2 / (4 * z) =
      (z - pole e U) * (z - ((e : ℂ) + sep e U) / 2) / z := by
    have hq : (U : ℂ) ^ 2 / (4 * z) * z = (U : ℂ) ^ 2 / 4 := by field_simp
    rw [eq_div_iff hz, hp]
    linear_combination -hq + (1 / 4) * hS2
  have hnum : (weight e U : ℂ) * (z - ((e : ℂ) + sep e U) / 2) +
      (z - pole e U) * (1 - (weight e U : ℂ)) = z := by
    have hc : (e : ℂ) / sep e U * sep e U = e := div_mul_cancel₀ _ hS
    rw [hp, hw]
    linear_combination (1 / 2) * hc
  rw [hden, one_div_div, div_add_div _ _ (sub_ne_zero.2 h₁) (sub_ne_zero.2 h₂), hnum]

/-- For `t ≠ 0` the Lehmann interaction energy is `U` times the double occupancy. -/
theorem interactionEnergy_eq {t : ℝ} (ht : t ≠ 0) (U : ℝ) :
    interactionEnergy t U = U * doubleOcc t U := by
  have key : (t ^ 2 + U ^ 2) / sep t U = sep t U := by
    rw [div_eq_iff (sep_pos ht U).ne', ← sep_sq]
    ring
  simp only [interactionEnergy, pole, weight, doubleOcc, sep_neg]
  linear_combination (1 / 2) * key

lemma hasDerivAt_sep {t : ℝ} (ht : t ≠ 0) (x : ℝ) :
    HasDerivAt (fun y => sep t y) (x / sep t x) x := by
  have h : HasDerivAt (fun y : ℝ => t ^ 2 + y ^ 2) (2 * x) x := by
    simpa using (hasDerivAt_pow 2 x).const_add (t ^ 2)
  have hne : t ^ 2 + x ^ 2 ≠ 0 := by positivity
  exact (h.sqrt hne).congr_deriv (mul_div_mul_left _ _ two_ne_zero)

/-- For `t > 0` coupling integration gives the energy `(U - s(U) - 3t)/2`. -/
theorem integratedEnergy_eq {t : ℝ} (ht : 0 < t) (U : ℝ) :
    integratedEnergy t U = (U - sep t U - 3 * t) / 2 := by
  have hc : Continuous (fun x => sep t x) :=
    continuous_iff_continuousAt.2 fun x => (hasDerivAt_sep ht.ne' x).continuousAt
  have hD : Continuous (fun x => doubleOcc t x) :=
    continuous_const.sub (continuous_id.div (continuous_const.mul hc)
      fun x => (mul_pos two_pos (sep_pos ht.ne' x)).ne')
  -- `(x - s(x))/2` is an antiderivative of the double occupancy
  have hF : ∀ x : ℝ, HasDerivAt (fun y => (y - sep t y) / 2) (doubleOcc t x) x := by
    intro x
    refine (((hasDerivAt_id' x).fun_sub (hasDerivAt_sep ht.ne' x)).div_const 2).congr_deriv ?_
    unfold doubleOcc
    ring
  have h0 : sep t 0 = t := by simp [sep, Real.sqrt_sq ht.le]
  rw [integratedEnergy, intervalIntegral.integral_eq_sub_of_hasDerivAt
    (fun x _ => hF x) (hD.intervalIntegrable 0 U), h0]
  ring

/-- For `t > 0` the Galitskii-Migdal energy exceeds the integrated one by
`(3t/2)(1 - t/s(U))`. -/
theorem energy_mismatch {t : ℝ} (ht : 0 < t) (U : ℝ) :
    galitskiiMigdal t U - integratedEnergy t U = 3 * t / 2 * (1 - t / sep t U) := by
  rw [integratedEnergy_eq ht]
  simp only [galitskiiMigdal, pole, weight, sep_neg]
  ring

lemma lt_sep {t U : ℝ} (ht : 0 < t) (hU : U ≠ 0) : t < sep t U := by
  have hU2 : 0 < U ^ 2 := by positivity
  exact lt_of_pow_lt_pow_left₀ 2 (sep_pos ht.ne' U).le (by rw [sep_sq]; linarith)

lemma coupling_lt_sep {t : ℝ} (ht : 0 < t) (U : ℝ) : U < sep t U := by
  have ht2 : 0 < t ^ 2 := by positivity
  exact lt_of_pow_lt_pow_left₀ 2 (sep_pos ht.ne' U).le (by rw [sep_sq]; linarith)

/-- For `t > 0` and `U ≠ 0`, integrating the Hubbard-I double occupancy gives an energy
strictly below both the exact energy and the Galitskii-Migdal energy. -/
theorem integratedEnergy_lt {t U : ℝ} (ht : 0 < t) (hU : U ≠ 0) :
    integratedEnergy t U < exactEnergy t U ∧
      integratedEnergy t U < galitskiiMigdal t U := by
  have hs := lt_sep ht hU
  have hpos := sep_pos ht.ne' U
  constructor
  · have h : √(U ^ 2 + 16 * t ^ 2) < sep t U + 3 * t := by
      rw [Real.sqrt_lt' (by positivity)]
      nlinarith [sep_sq t U, mul_pos ht (sub_pos.2 hs)]
    rw [integratedEnergy_eq ht, exactEnergy]
    linarith
  · have h : 0 < 3 * t / 2 * (1 - t / sep t U) :=
      mul_pos (by positivity) (sub_pos.2 ((div_lt_one hpos).2 hs))
    linarith [energy_mismatch ht U]

/-- For `t > 0` and `U ≠ 0`, every nonzero real combination `v` of the covalent and the symmetric
ionic singlet has `⟨v|H|v⟩` strictly above the integrated energy times `⟨v|v⟩`. -/
theorem variational_violation {t U : ℝ} (ht : 0 < t) (hU : U ≠ 0)
    (v : Fin 2 → ℝ) (hv : v ≠ 0) :
    integratedEnergy t U * (v ⬝ᵥ v) < v ⬝ᵥ (singletH t U *ᵥ v) := by
  have hE : v ⬝ᵥ (singletH t U *ᵥ v) = -4 * t * v 0 * v 1 + U * v 1 ^ 2 := by
    simp [singletH, Matrix.mulVec, dotProduct, Fin.sum_univ_two]
    ring
  have hN : v ⬝ᵥ v = v 0 ^ 2 + v 1 ^ 2 := by
    simp [dotProduct, Fin.sum_univ_two, pow_two]
  have hp : 0 < (sep t U + 3 * t - U) / 2 := by linarith [coupling_lt_sep ht U]
  have hdet : 0 < (sep t U + 3 * t - U) / 2 * ((sep t U + 3 * t + U) / 2) - 4 * t ^ 2 := by
    nlinarith [sep_sq t U, mul_pos ht (sub_pos.2 (lt_sep ht hU))]
  rw [hE, hN, integratedEnergy_eq ht]
  by_cases hb : v 1 = 0
  · have ha : v 0 ≠ 0 := fun ha => hv (funext (Fin.forall_fin_two.2 ⟨ha, hb⟩))
    have h := mul_pos hp (pow_pos (abs_pos.2 ha) 2)
    rw [sq_abs] at h
    rw [hb]
    linarith
  · -- complete the square in the shifted quadratic form
    have hb2 : 0 < v 1 ^ 2 := by positivity
    have h : 0 < (sep t U + 3 * t - U) / 2 * ((sep t U + 3 * t - U) / 2 * v 0 ^ 2
        - 4 * t * v 0 * v 1 + (sep t U + 3 * t + U) / 2 * v 1 ^ 2) := by
      linarith [mul_pos hdet hb2,
        sq_nonneg ((sep t U + 3 * t - U) / 2 * v 0 - 2 * t * v 1)]
    linarith [pos_of_mul_pos_right h hp.le]

/-- For `t > 0` the slope of the Galitskii-Migdal energy in `U` is the double occupancy
plus `3t²U/(2s³)`. -/
theorem hellmannFeynman_defect {t : ℝ} (ht : 0 < t) (U : ℝ) :
    HasDerivAt (fun x => galitskiiMigdal t x)
      (doubleOcc t U + 3 * t ^ 2 * U / (2 * sep t U ^ 3)) U := by
  have hf : (fun x => galitskiiMigdal t x) =
      fun x => (x - sep t x) / 2 - (3 * t ^ 2 / 2) / sep t x := by
    funext x
    simp only [galitskiiMigdal, pole, weight, sep_neg]
    ring
  have hs := hasDerivAt_sep ht.ne' U
  rw [hf]
  refine ((((hasDerivAt_id' U).fun_sub hs).div_const 2).fun_sub
    ((hasDerivAt_const U (3 * t ^ 2 / 2)).fun_div hs (sep_pos ht.ne' U).ne')).congr_deriv ?_
  unfold doubleOcc
  ring

/-- For `t > 0` the integrated energy tends to `-3t/2` as `U` tends to infinity. -/
theorem integratedEnergy_strong_coupling {t : ℝ} (ht : 0 < t) :
    Tendsto (fun U => integratedEnergy t U) atTop (𝓝 (-(3 * t / 2))) := by
  have hlow : Tendsto (fun U : ℝ => -(3 * t / 2) - t ^ 2 / U) atTop
      (𝓝 (-(3 * t / 2))) := by
    have h : Tendsto (fun U : ℝ => t ^ 2 / U) atTop (𝓝 0) :=
      tendsto_const_nhds.div_atTop tendsto_id
    simpa using h.const_sub (-(3 * t / 2))
  refine tendsto_of_tendsto_of_tendsto_of_le_of_le' hlow tendsto_const_nhds ?_ ?_
  · filter_upwards [eventually_gt_atTop (0 : ℝ)] with U hU
    have hs := coupling_lt_sep ht U
    -- `s - U` is at most `t²/U`
    have h : sep t U - U ≤ t ^ 2 / U := by
      rw [le_div_iff₀ hU]
      nlinarith [sep_sq t U, mul_pos (sep_pos ht.ne' U) (sub_pos.2 hs)]
    rw [integratedEnergy_eq ht]
    linarith
  · filter_upwards with U
    rw [integratedEnergy_eq ht]
    linarith [coupling_lt_sep ht U]

end

end HubbardIDimerConsistency
```

```lean
#print axioms HubbardIDimerConsistency.integratedEnergy_lt
#print axioms HubbardIDimerConsistency.variational_violation
#print axioms HubbardIDimerConsistency.hellmannFeynman_defect
#print axioms HubbardIDimerConsistency.integratedEnergy_strong_coupling
```

```
'HubbardIDimerConsistency.integratedEnergy_lt' depends on axioms: [propext, Classical.choice, Quot.sound]
'HubbardIDimerConsistency.variational_violation' depends on axioms: [propext, Classical.choice, Quot.sound]
'HubbardIDimerConsistency.hellmannFeynman_defect' depends on axioms: [propext, Classical.choice, Quot.sound]
'HubbardIDimerConsistency.integratedEnergy_strong_coupling' depends on axioms: [propext, Classical.choice, Quot.sound]
```

## The dimer energies as Lean statements

`pole` and `weight` are the lower pole and its weight. `interactionEnergy` and `galitskiiMigdal` are the Lehmann sums, with U/2 added back to each pole. `integratedEnergy` contains the actual integral. In `singletH`, index 0 is the covalent singlet and index 1 the symmetric ionic one.

`green_lehmann` justifies the poles and weights for complex z: `hden` factorises the denominator and `hnum` adds the numerators. `interactionEnergy_eq` then identifies `doubleOcc`, using s² = t² + U² from `sep_sq`; `sep_neg` says that both orbitals share one s, and `sep_pos` keeps it positive.

`hasDerivAt_sep` differentiates s. In `integratedEnergy_eq`, `hF` supplies the antiderivative and `hD` the continuity that makes D integrable, so that the fundamental theorem of calculus applies. `energy_mismatch` is the subtraction. `lt_sep` and `coupling_lt_sep` prove t < s and U < s by comparing squares.

`integratedEnergy_lt` proves both strict inequalities for t > 0 and U ≠ 0 of either sign; `nlinarith` closes the squared comparison from t(s − t) > 0. `variational_violation` works with an unnormalised v, hence the factor `v ⬝ᵥ v`. It treats `v 1 = 0` separately and otherwise completes the square. `hellmannFeynman_defect` uses the quotient rule, and `integratedEnergy_strong_coupling` squeezes the energy between −3t/2 − t²/U and −3t/2.

The step left to the physicist is the passage from the two-site Hubbard Hamiltonian to these formulas: the atomic self-energy, the Lehmann energy sums and the 2×2 singlet matrix enter as definitions. `exactEnergy` is likewise defined as the lower root of the secular equation. The theorems concern this dimer at half filling and zero temperature, and give no sign or size for the mismatch in larger lattices or with other self-energies.
